# Reference states solve the finite-dimensional ultrasoft equation when their residual overlap matrix is invertible

An ultrasoft pseudopotential is built from a few atomic reference states. Inside a cutoff radius, each all-electron wave is replaced by a smoother pseudo wave, which generally carries a different amount of charge and does not solve the Schrödinger equation of the local pseudopotential. A nonlocal term and an overlap operator are added to repair both defects. Do the pseudo waves then solve the new equation at the original energies, and are the nonlocal coefficients Hermitian?

For finite matrices, the first answer is yes whenever the matrix $B$ defined below is invertible. For Hermitian augmentation charges, the second is yes exactly when a relation, here called generalized norm conservation, holds.

The index type `n` labels a finite orthonormal basis and `m` labels the reference states. All matrices are complex, and a star denotes the conjugate transpose, written `ᴴ` in Lean.

```lean
import Mathlib

open scoped Matrix

namespace UltrasoftReference

noncomputable section

variable {n m : Type*} [Fintype n] [DecidableEq n] [Fintype m] [DecidableEq m]
```

## Residuals, projectors and augmentation

Let $A$ be the local Hamiltonian, an $n\times n$ matrix, and let the columns $f_i$ of $F$ be the pseudo reference states. Their energies $e_i$ are real, which the type `e : m → ℝ` enforces, and $E=\mathrm{diag}(e_i)$.

```lean
/-- The diagonal matrix of the real reference energies. -/
def energyMatrix (e : m → ℝ) : Matrix m m ℂ := Matrix.diagonal fun i => (e i : ℂ)
```

The residual of state $j$ is $x_j=(e_j-A)f_j$, the amount by which it fails to be an eigenstate of $A$. With the residuals as columns,

$$X=FE-AF .$$

```lean
/-- The residuals `X = F E - A F` of the reference states (columns of `F`) in the local
Hamiltonian `A`. -/
def residual (A : Matrix n n ℂ) (F : Matrix n m ℂ) (e : m → ℝ) : Matrix n m ℂ :=
  F * energyMatrix e - A * F
```

Their overlaps with the reference states are $B_{ij}=f_i^*x_j$, or $B=F^*X$.

```lean
/-- The matrix `B = F* X` of overlaps between reference states and residuals. -/
def bMatrix (A : Matrix n n ℂ) (F : Matrix n m ℂ) (e : m → ℝ) : Matrix m m ℂ :=
  Fᴴ * residual A F e
```

The projector functions are the combinations $b=XB^{-1}$. Invertibility of $B$ is therefore a condition on the reference set: it fails, for instance, if some $f_j$ is already an eigenstate of $A$ at energy $e_j$, since column $j$ of $B$ is then zero.

```lean
/-- The projector functions `b = X B⁻¹`, stored as columns. -/
def projectors (A : Matrix n n ℂ) (F : Matrix n m ℂ) (e : m → ℝ) : Matrix n m ℂ :=
  residual A F e * (bMatrix A F e)⁻¹
```

The matrix $q$ holds the augmentation charges. In the atomic construction, $q_{ij}$ is the all-electron overlap of states $i$ and $j$ inside the cutoff radius minus the pseudo overlap; here it is a given matrix. The nonlocal coefficients are

$$D=B+qE,\qquad D_{ij}=B_{ij}+q_{ij}e_j .$$

```lean
/-- The nonlocal coefficients `D = B + q E`. -/
def dMatrix (A : Matrix n n ℂ) (F : Matrix n m ℂ) (e : m → ℝ) (q : Matrix m m ℂ) :
    Matrix m m ℂ :=
  bMatrix A F e + q * energyMatrix e
```

The overlap operator is $S=1+bqb^*$.

```lean
/-- The ultrasoft overlap operator `S = 1 + b q b*`. -/
def overlap (A : Matrix n n ℂ) (F : Matrix n m ℂ) (e : m → ℝ) (q : Matrix m m ℂ) :
    Matrix n n ℂ :=
  1 + projectors A F e * q * (projectors A F e)ᴴ
```

The Hamiltonian is defined for an arbitrary coefficient matrix, so that the choice $D=B+qE$ can be compared with others. The text writes $D'$ for the arbitrary matrix that Lean calls `D`, and the Hamiltonian is $A+bD'b^*$.

```lean
/-- The Hamiltonian `A + b D b*` with nonlocal coefficients `D`. -/
def hamiltonian (A : Matrix n n ℂ) (F : Matrix n m ℂ) (e : m → ℝ) (D : Matrix m m ℂ) :
    Matrix n n ℂ :=
  A + projectors A F e * D * (projectors A F e)ᴴ
```

Generalized norm conservation is the relation

$$B_{ij}-\overline{B_{ji}}=(e_i-e_j)\,q_{ij}\quad\text{for all } i,j .$$

In the pseudopotential literature, the name usually means a different requirement, $q=0$, which the ultrasoft scheme gives up. In this text, norm conservation always means the relation above. In the atomic construction, the relation follows because pseudo and all-electron waves agree in value and slope at the cutoff radius. Here it is a hypothesis, `NormConserving`, and the radial argument behind it is not formalised.

```lean
/-- Generalized norm conservation: the antihermitian part of `B` is fixed by the
augmentation charges `q` and the energy differences. -/
def NormConserving (A : Matrix n n ℂ) (F : Matrix n m ℂ) (e : m → ℝ)
    (q : Matrix m m ℂ) : Prop :=
  ∀ i j, bMatrix A F e i j - star (bMatrix A F e j i) = ((e i : ℂ) - (e j : ℂ)) * q i j
```

## Duality of projectors and reference states

If $B$ is invertible, then

$$F^*b=F^*XB^{-1}=BB^{-1}=1 ,$$

and taking the adjoint gives $b^*F=1$. The projector $b_i$ thus has overlap 1 with $f_i$ and 0 with every other reference state. Lean expresses invertibility by saying that the determinant of $B$ is a unit, which for complex numbers means nonzero.

```lean
variable {A : Matrix n n ℂ} {F : Matrix n m ℂ} {e : m → ℝ}

omit [DecidableEq n] in
/-- If `B` is invertible, the reference states are dual to the projectors: `F* b = 1` and `b* F =
1`. -/
theorem projectors_dual (hB : IsUnit (bMatrix A F e).det) :
    Fᴴ * projectors A F e = 1 ∧ (projectors A F e)ᴴ * F = 1 := by
  have h : Fᴴ * projectors A F e = 1 := by
    unfold projectors
    rw [← Matrix.mul_assoc]
    exact Matrix.mul_nonsing_inv (bMatrix A F e) hB
  refine ⟨h, ?_⟩
  -- the second relation is the adjoint of the first
  have h' := congrArg Matrix.conjTranspose h
  rwa [Matrix.conjTranspose_mul, Matrix.conjTranspose_conjTranspose,
    Matrix.conjTranspose_one] at h'
```

Duality shows at once what $S$ does to the overlaps of the reference states. Since $SF=F+bq\,b^*F=F+bq$,

$$F^*SF=F^*F+F^*b\,q=F^*F+q .$$

With $q$ read as the charge deficit, the missing overlap is restored.

```lean
/-- If `B` is invertible, the overlap operator adds the augmentation charges to the Gram matrix of
the reference states: `F* S F = F* F + q`. -/
theorem augmented_gram (hB : IsUnit (bMatrix A F e).det) (q : Matrix m m ℂ) :
    Fᴴ * (overlap A F e q * F) = Fᴴ * F + q := by
  obtain ⟨h1, h2⟩ := projectors_dual hB
  unfold overlap
  rw [Matrix.add_mul, Matrix.one_mul, Matrix.mul_assoc (projectors A F e * q), h2,
    Matrix.mul_one, Matrix.mul_add, ← Matrix.mul_assoc Fᴴ (projectors A F e) q, h1,
    Matrix.one_mul]
```

## The ultrasoft equation fixes the coefficients

For any $D'$, duality reduces the left side of the equation to

$$(A+bD'b^*)F=AF+bD' .$$

On the right side, $FE=AF+X$ and $X=bB$, so

$$SFE=FE+bqE=AF+bB+bqE=AF+b(B+qE)=AF+bD .$$

The two sides agree exactly when $bD'=bD$. Multiplying by $F^*$ and using $F^*b=1$ turns this into $D'=D$. The reference states therefore solve the equation for $D'=B+qE$ and for no other coefficient matrix.

In the proof, `hl` and `hr` are the two displayed reductions, `add_right_inj` cancels $AF$, and the `calc` block performs the multiplication by $F^*$. Neither norm conservation nor Hermiticity of $q$ is used.

```lean
/-- If `B` is invertible, all reference states solve the ultrasoft equation at their reference
energies exactly when the nonlocal coefficients are `B + q E`. -/
theorem solves_iff (hB : IsUnit (bMatrix A F e).det) (q D : Matrix m m ℂ) :
    hamiltonian A F e D * F = overlap A F e q * F * energyMatrix e ↔
      D = dMatrix A F e q := by
  obtain ⟨h1, h2⟩ := projectors_dual hB
  have hX : projectors A F e * bMatrix A F e = residual A F e := by
    unfold projectors
    rw [Matrix.mul_assoc, Matrix.nonsing_inv_mul _ hB, Matrix.mul_one]
  -- duality collapses the nonlocal terms on both sides
  have hl : hamiltonian A F e D * F = A * F + projectors A F e * D := by
    unfold hamiltonian
    rw [Matrix.add_mul, Matrix.mul_assoc (projectors A F e * D), h2, Matrix.mul_one]
  have hr : overlap A F e q * F * energyMatrix e
      = A * F + projectors A F e * dMatrix A F e q := by
    unfold overlap dMatrix
    rw [Matrix.add_mul, Matrix.one_mul, Matrix.mul_assoc (projectors A F e * q), h2,
      Matrix.mul_one, Matrix.add_mul, Matrix.mul_add, hX,
      ← Matrix.mul_assoc (projectors A F e) q (energyMatrix e)]
    unfold residual
    abel
  rw [hl, hr, add_right_inj]
  constructor
  · intro h
    -- the projectors are linearly independent, with left inverse `F*`
    calc D = Fᴴ * (projectors A F e * D) := by
          rw [← Matrix.mul_assoc, h1, Matrix.one_mul]
      _ = Fᴴ * (projectors A F e * dMatrix A F e q) := by rw [h]
      _ = dMatrix A F e q := by rw [← Matrix.mul_assoc, h1, Matrix.one_mul]
  · intro h
    rw [h]
```

## Norm conservation and Hermitian coefficients

Let $q$ be Hermitian, so that $\overline{q_{ji}}=q_{ij}$. Because the energies are real,

$$D_{ij}-\overline{D_{ji}}=B_{ij}+q_{ij}e_j-\overline{B_{ji}}-q_{ij}e_i
=\bigl(B_{ij}-\overline{B_{ji}}\bigr)-(e_i-e_j)q_{ij}.$$

The left side vanishes for all $i,j$ exactly when $D$ is Hermitian, and the right side exactly when norm conservation holds. The Lean proof makes this comparison entry by entry, and `linear_combination` carries out the rearrangement in both directions.

```lean
omit [DecidableEq n] in
/-- For Hermitian augmentation charges, the coefficients `D = B + q E` are Hermitian exactly
when generalized norm conservation holds. -/
theorem dMatrix_isHermitian_iff {q : Matrix m m ℂ} (hq : q.IsHermitian) :
    (dMatrix A F e q).IsHermitian ↔ NormConserving A F e q := by
  have hd : ∀ i j, dMatrix A F e q i j = bMatrix A F e i j + q i j * (e j : ℂ) := by
    intro i j
    simp only [dMatrix, energyMatrix, Matrix.add_apply, Matrix.mul_diagonal]
  have he : ∀ i, star (e i : ℂ) = (e i : ℂ) := fun i => Complex.conj_ofReal _
  rw [Matrix.IsHermitian.ext_iff]
  unfold NormConserving
  refine forall_congr' fun i => forall_congr' fun j => ?_
  rw [hd j i, hd i j, star_add, star_mul', hq.apply i j, he i]
  constructor <;> intro h <;> linear_combination (-1 : ℂ) * h
```

Together, the results say that if $B$ is invertible, $q$ is Hermitian and norm conservation holds, then

$$D=D^*,\qquad b^*F=1,\qquad (A+bDb^*)F=SFE .$$

The local Hamiltonian $A$ need not be Hermitian for this, although the full Hamiltonian $A+bDb^*$ is then Hermitian only if $A$ is. The theorem does not say that $S$ is positive definite, that the spectrum is free of ghost states, or that the potential transfers to other environments. For electronic-structure work, it is a consistency statement about a finite matrix model at the reference energies: there the pseudized problem reproduces the states from which it was built.

```lean
/-- If `B` is invertible, `q` is Hermitian and generalized norm conservation holds, then the
nonlocal coefficients `D = B + q E` are Hermitian, the projectors are dual to the reference states,
and `(A + b D b*) F = (1 + b q b*) F E`. -/
theorem ultrasoft_reference {q : Matrix m m ℂ} (hB : IsUnit (bMatrix A F e).det)
    (hq : q.IsHermitian) (hN : NormConserving A F e q) :
    (dMatrix A F e q).IsHermitian ∧ (projectors A F e)ᴴ * F = 1 ∧
      hamiltonian A F e (dMatrix A F e q) * F = overlap A F e q * F * energyMatrix e :=
  ⟨(dMatrix_isHermitian_iff hq).2 hN, (projectors_dual hB).2, (solves_iff hB q _).2 rfl⟩
```

Column $i$ of the matrix equation is the generalized eigenvalue equation for one state,

$$(A+bDb^*)f_i=e_i\,Sf_i .$$

In Lean, `*ᵥ` is the action of a matrix on a vector, and `fun k => F k i` is the column $f_i$.

```lean
/-- If `B` is invertible and `D = B + q E`, each single reference state `f_i` obeys `(A + b D b*)
f_i = e_i S f_i`. -/
theorem reference_state_equation (hB : IsUnit (bMatrix A F e).det) (q : Matrix m m ℂ)
    (i : m) :
    hamiltonian A F e (dMatrix A F e q) *ᵥ (fun k => F k i)
      = (e i : ℂ) • (overlap A F e q *ᵥ (fun k => F k i)) := by
  funext k
  change (hamiltonian A F e (dMatrix A F e q) * F) k i
    = (e i : ℂ) * (overlap A F e q * F) k i
  rw [(solves_iff hB q _).2 rfl, energyMatrix, Matrix.mul_diagonal, mul_comm]
```

## Orthogonality in the ultrasoft overlap

When $A$ is Hermitian and $B$ is invertible, norm conservation has a second reading. Write $G=F^*F$ and $K=F^*AF$, both Hermitian. Then $B_{ij}=G_{ij}e_j-K_{ij}$, and

$$B_{ij}-\overline{B_{ji}}=(e_j-e_i)G_{ij}.$$

Norm conservation becomes $(e_i-e_j)(G+q)_{ij}=0$. Since $G+q=F^*SF$, it says that reference states with different energies are orthogonal with respect to $S$, as expected for solutions of a Hermitian generalized eigenvalue problem. Pairs with equal energies are unconstrained. This reading is limited to normalisable states: atomic constructions often also use reference waves at energies that are not bound-state energies, and such waves are not normalisable. The proof divides by $e_i-e_j$ in one direction and treats equal and different energies separately in the other.

```lean
/-- For a Hermitian local Hamiltonian and invertible `B`, generalized norm conservation holds
exactly when reference states of different energies are orthogonal in the ultrasoft overlap. -/
theorem normConserving_iff_orthogonal (hA : A.IsHermitian)
    (hB : IsUnit (bMatrix A F e).det) (q : Matrix m m ℂ) :
    NormConserving A F e q ↔
      ∀ i j, e i ≠ e j → (Fᴴ * (overlap A F e q * F)) i j = 0 := by
  have hG : (Fᴴ * F).IsHermitian := Matrix.isHermitian_conjTranspose_mul_self F
  have hK : (Fᴴ * A * F).IsHermitian := Matrix.isHermitian_conjTranspose_mul_mul F hA
  have hb : ∀ i j, bMatrix A F e i j
      = (Fᴴ * F) i j * (e j : ℂ) - (Fᴴ * A * F) i j := by
    intro i j
    simp only [bMatrix, residual, energyMatrix, Matrix.mul_sub, ← Matrix.mul_assoc,
      Matrix.sub_apply, Matrix.mul_diagonal]
  have he : ∀ i, star (e i : ℂ) = (e i : ℂ) := fun i => Complex.conj_ofReal _
  unfold NormConserving
  refine forall_congr' fun i => forall_congr' fun j => ?_
  rw [augmented_gram hB, Matrix.add_apply, hb j i, hb i j, star_sub, star_mul',
    hG.apply i j, hK.apply i j, he i]
  -- both sides now say `(e_i - e_j) (F* F + q)_ij = 0`
  constructor
  · intro h hne
    have h0 : ((e i : ℂ) - (e j : ℂ)) * ((Fᴴ * F) i j + q i j) = 0 := by
      linear_combination (-1 : ℂ) * h
    have hne' : (e i : ℂ) - (e j : ℂ) ≠ 0 := sub_ne_zero.mpr (by exact_mod_cast hne)
    exact (mul_eq_zero.mp h0).resolve_left hne'
  · intro h
    by_cases hne : e i = e j
    · rw [hne]
      ring
    · linear_combination (-((e i : ℂ) - (e j : ℂ))) * h hne
```

## Two states worked through

Number the states 0 and 1, as Lean does, and take

$$A=\begin{pmatrix}1&0\\0&2\end{pmatrix},\quad
F=\begin{pmatrix}1&1\\0&1\end{pmatrix},\quad
e_0=0,\ e_1=1,\quad
q=\begin{pmatrix}1&-1\\-1&1\end{pmatrix}.$$

The states $f_0=(1,0)$ and $f_1=(1,1)$ are not orthogonal; after normalisation their ordinary overlap is $1/\sqrt2$. The definitions give

$$X=\begin{pmatrix}-1&0\\0&-1\end{pmatrix},\quad
B=\begin{pmatrix}-1&0\\-1&-1\end{pmatrix},\quad
b=\begin{pmatrix}1&0\\-1&1\end{pmatrix},\quad
D=\begin{pmatrix}-1&-1\\-1&0\end{pmatrix}.$$

Here $\det B=1$, and norm conservation holds because $B_{01}-\overline{B_{10}}=1=(e_0-e_1)q_{01}$. The operators are

$$A+bDb^*=\begin{pmatrix}0&0\\0&3\end{pmatrix},\qquad
S=\begin{pmatrix}2&-2\\-2&5\end{pmatrix}.$$

The Hamiltonian sends $f_0$ to zero, as $e_0=0$ requires, and sends $f_1$ to $(0,3)=Sf_1$, as $e_1=1$ requires. Moreover $f_0^*Sf_1=0$, and the $S$-normalised states are $f_0/\sqrt2$ and $f_1/\sqrt3$.

The theorem below confirms that these matrices satisfy the hypotheses. It first computes $B$ explicitly and then checks the four conditions on the entries.

```lean
/-- Two non-orthogonal reference states with energies 0 and 1 and off-diagonal augmentation charges
meet all the hypotheses of `ultrasoft_reference`, with a Hermitian local Hamiltonian. -/
theorem ultrasoft_reference_witness :
    (!![1, 0; 0, 2] : Matrix (Fin 2) (Fin 2) ℂ).IsHermitian ∧
    (!![1, -1; -1, 1] : Matrix (Fin 2) (Fin 2) ℂ).IsHermitian ∧
    IsUnit (bMatrix !![1, 0; 0, 2] !![1, 1; 0, 1] (![0, 1] : Fin 2 → ℝ)).det ∧
    NormConserving !![1, 0; 0, 2] !![1, 1; 0, 1] (![0, 1] : Fin 2 → ℝ)
      !![1, -1; -1, 1] := by
  have hb : bMatrix !![1, 0; 0, 2] !![1, 1; 0, 1] (![0, 1] : Fin 2 → ℝ)
      = !![-1, 0; -1, -1] := by
    have hE : energyMatrix (![0, 1] : Fin 2 → ℝ) = !![0, 0; 0, 1] := by
      ext i j
      fin_cases i <;> fin_cases j <;> simp [energyMatrix]
    unfold bMatrix residual
    rw [hE]
    ext i j
    fin_cases i <;> fin_cases j <;>
      simp [Matrix.mul_apply, Fin.sum_univ_succ]
    norm_num
  refine ⟨?_, ?_, ?_, ?_⟩
  · ext i j
    fin_cases i <;> fin_cases j <;> simp
  · ext i j
    fin_cases i <;> fin_cases j <;> simp
  · rw [hb, Matrix.det_fin_two_of]
    norm_num
  · intro i j
    rw [hb]
    fin_cases i <;> fin_cases j <;> simp

end

end UltrasoftReference
```

## The same states with zero augmentation charges

Keep $A$, $F$ and the energies, but set $q=0$. Then $B$ is still invertible and $q$ is Hermitian, but the relation that defines `NormConserving` fails: it would require $B_{01}-\overline{B_{10}}=0$, and the actual value is 1. Now $S=1$ and $D=B$, which is not Hermitian, and

$$A+bDb^*=\begin{pmatrix}0&1\\0&1\end{pmatrix}.$$

This matrix still maps $f_0$ to $0$ and $f_1$ to $f_1$, so both reference equations hold. What is lost is Hermiticity: two eigenvectors with different eigenvalues have a nonzero ordinary overlap, which no Hermitian matrix allows.

```lean
#print axioms UltrasoftReference.solves_iff
-- 'UltrasoftReference.solves_iff' depends on axioms: [propext, Classical.choice, Quot.sound]
#print axioms UltrasoftReference.ultrasoft_reference
-- 'UltrasoftReference.ultrasoft_reference' depends on axioms: [propext, Classical.choice, Quot.sound]
#print axioms UltrasoftReference.reference_state_equation
-- 'UltrasoftReference.reference_state_equation' depends on axioms: [propext, Classical.choice, Quot.sound]
#print axioms UltrasoftReference.normConserving_iff_orthogonal
-- 'UltrasoftReference.normConserving_iff_orthogonal' depends on axioms: [propext, Classical.choice, Quot.sound]
```
